# Dipole and quadrupole terms shift the stiffness, coupling and force constant of a two-mode dynamical matrix

The model has one acoustic and one optic mode at a real wave number q, with a real symmetric 2×2 dynamical matrix that is the sum of a short-range part and a long-range part. The short-range part has diagonal entries cq² for the acoustic mode and K for the optic mode, and off-diagonal entries gq. The long-range part is A times the outer product of the vector (bq, z) with itself, where bq is the acoustic mode's quadrupole coupling and z the optic mode's dipole coupling. The theorem gives the entries of the sum: (c + Ab²)q² for the acoustic mode, K + Az² for the optic mode, and (g + Abz)q for the coupling between them. It holds for all real values of the parameters, with no condition on their signs. The proof compares the matrices entry by entry, unfolding the definitions with `simp` and leaving the remaining algebra to `ring`.

The first attempt, which Lean rejects:

```lean
import Mathlib

open Matrix Filter Topology

namespace DynMatEq

noncomputable section

/-- Short-range dynamical matrix of one acoustic and one optic mode: acoustic stiffness `c`,
acoustic-optic coupling `g` and optic force constant `K`. -/
def shortRange (c g K q : ℝ) : Matrix (Fin 2) (Fin 2) ℝ :=
  !![c * q ^ 2, g * q; g * q, K]

/-- Long-range electrostatic part of strength `A`: the acoustic mode couples through the
quadrupole `b * q`, the optic mode through the dipole `z`. -/
def longRange (A z b q : ℝ) : Matrix (Fin 2) (Fin 2) ℝ :=
  A • vecMulVec ![b * q, z] ![b * q, z]

/-- The full dynamical matrix, short-range plus long-range. -/
def dynMat (c g K A z b q : ℝ) : Matrix (Fin 2) (Fin 2) ℝ :=
  shortRange c g K q + longRange A z b q

/-- The entries of the full dynamical matrix at wave number `q`. -/
theorem dynMat_eq (c g K A z b q : ℝ) :
    dynMat c g K A z b q =
      !![(c + A * b ^ 2) * q ^ 2, (g + A * b * z) * q;
         (g + A * b * z) * q, K + A * z ^ 2] := by
  ext i j
  fin_cases i <;> fin_cases j <;>
    simp [dynMat, shortRange, longRange, vecMulVec_apply] <;> ring

end

end DynMatEq
```

The error:

```
Try this:
  [apply] ring_nf
  
  The `ring` tactic failed to close the goal. Use `ring_nf` to obtain a normal form.
    
  Note that `ring` works primarily in *commutative* rings. If you have a noncommutative ring, abelian group or module, consider using `noncomm_ring`, `abel` or `module` instead.
Main.lean:27:48: error: unsolved goals
case «1».«1»
c g K A z b q : ℝ
⊢ True ∨ A = 0
Main.lean:30:41: warning: This simp argument is unused:
  vecMulVec_apply

Hint: Omit it from the simp argument list.
  [apply] simp [dynMat, shortRange, longRange]

Note: This linter can be disabled with `set_option linter.unusedSimpArgs false`
```

The error is in the optic-optic entry, case `«1».«1»`. There `simp` does more than unfold: it cancels the common `K`, and then `mul_eq_mul_left_iff` turns the equality of two products with the left factor `A` into a disjunction, that the other factors are equal or `A = 0`. `ring` proves equalities, not disjunctions, so it falls back on `ring_nf`, as the "Try this" message reports. That normalises the equality of the other factors to `True` but leaves `True ∨ A = 0` unproved. The goal is plainly true, but nothing is left in the proof to close it.

Writing `-mul_eq_mul_left_iff` bars `simp` from using that lemma, so the entry remains an equation, which `ring` can prove. Dropping `vecMulVec_apply` is mere tidying: the linter had warned that `simp` did not use it.

This version goes through:

```diff
@@ -28,5 +28,5 @@
   ext i j
   fin_cases i <;> fin_cases j <;>
-    simp [dynMat, shortRange, longRange, vecMulVec_apply] <;> ring
+    simp [dynMat, shortRange, longRange, -mul_eq_mul_left_iff] <;> ring
 
 end
```
